# Local moments of an $N$-site ring with hopping $e^{\pm i\theta}$: independent of $\theta$ below order $N$, shifted by $2\cos(N\theta)-2$ at order $N$

Q: Before I object to anything, what are the ring, the Hamiltonian and the moments, and which way is clockwise?

A: The sites are labelled by integers modulo $N$, which is the type `ZMod N` in Lean, so the periodic boundary condition is built into the arithmetic of the labels. Clockwise means increasing label. For a displacement $a$, let $T(a)$ be the matrix that moves a particle by $a$ sites:

$$T(a)_{ij} = 1 \text{ if } i = j + a, \text{ and } 0 \text{ otherwise.}$$

The column index is the starting site and the row index is the final site. With a real phase $\theta$, the Hamiltonian is

$$H = e^{i\theta}\,T(1) + e^{-i\theta}\,T(-1).$$

The local moment of order $m$ at site $j$ is the diagonal element $(H^m)_{jj}$.

```lean
import Mathlib

open Matrix

namespace RingFluxMoments

noncomputable section

/-- The operator that moves a particle by `a` sites around a ring of `N` sites. -/
def translation {N : ℕ} (a : ZMod N) : Matrix (ZMod N) (ZMod N) ℂ :=
  Matrix.of fun i j => if i = j + a then 1 else 0

/-- The ring Hamiltonian with hopping amplitude `exp(iθ)` clockwise and `exp(-iθ)`
anticlockwise. -/
def ringHamiltonian (N : ℕ) (θ : ℝ) : Matrix (ZMod N) (ZMod N) ℂ :=
  Complex.exp (θ * Complex.I) • translation 1 +
    Complex.exp (-(θ * Complex.I)) • translation (-1)
```

Q: Where is the physics in $\theta$? And where are the hopping strength and the on-site energy?

A: The phase $\theta$ is the Peierls phase that a particle picks up on each bond when a magnetic flux threads the ring. The flux fixes only the phase for one full turn, which is $N\theta$ here. Sharing it equally among the bonds is a choice of gauge. The hopping strength is the unit of energy, and the common on-site energy is the zero of energy. If your convention has hopping $-t$, multiply the moment of order $m$ by $(-t)^m$. The model is one particle with one orbital per site, with no disorder and no interaction.

Q: You call $(H^m)_{jj}$ a moment. A moment of what?

A: Of the local density of states, $(H^m)_{jj} = \int E^m \rho_j(E)\,dE$. That identity is the usual spectral decomposition. The file defines no density of states and works with the matrix elements directly.

Q: I distrust the sum of two translations. Is the matrix element from a site to its clockwise neighbour really $e^{i\theta}$?

A: For $N \ge 3$, yes. The element $H_{j+1,j}$ receives $e^{i\theta}$ from $T(1)$. It would also receive $e^{-i\theta}$ from $T(-1)$ if $j+1$ and $j-1$ were the same site, but then $2 \equiv 0$ modulo $N$, which is impossible for $N \ge 3$. The Lean proof uses a small lemma for this: two natural numbers below $N$ that are congruent modulo $N$ are equal. Here the numbers are $2$ and $0$. The same lemma decides later which walks close.

```lean
/-- Two numbers of hops, both smaller than the length of the ring, that lead to the same site
are equal. -/
theorem hops_eq_of_lt {N a b : ℕ} (ha : a < N) (hb : b < N)
    (h : (a : ZMod N) = (b : ZMod N)) : a = b :=
  ((ZMod.natCast_eq_natCast_iff a b N).1 h).eq_of_lt_of_lt ha hb

/-- On a ring of at least three sites the matrix element from a site to its clockwise
neighbour is `exp(iθ)`. -/
theorem ringHamiltonian_clockwise {N : ℕ} (hN : 3 ≤ N) (θ : ℝ) (j : ZMod N) :
    ringHamiltonian N θ (j + 1) j = Complex.exp (θ * Complex.I) := by
  have hne : ¬ (j + 1 = j + -1) := by
    intro h
    have h2 : ((2 : ℕ) : ZMod N) = ((0 : ℕ) : ZMod N) := by
      push_cast
      linear_combination h
    have := hops_eq_of_lt (by omega) (by omega) h2
    omega
  simp only [ringHamiltonian, translation, Matrix.add_apply, Matrix.smul_apply,
    Matrix.of_apply, if_neg hne, eq_self, if_true, smul_eq_mul, mul_one, mul_zero, add_zero]
```

Q: And for $N = 2$?

A: The two neighbours coincide and the amplitudes add, so the matrix element is $2\cos\theta$. There is a trap here if you write the matrix entry by entry: "if $i = j+1$ then $e^{i\theta}$, else if $i = j-1$ then $e^{-i\theta}$, else $0$". For $N = 2$ the first case always wins, both off-diagonal entries become $e^{i\theta}$, and the matrix is not Hermitian unless $\sin\theta = 0$. Adding the two translations avoids this.

Q: Then show me that your $H$ is Hermitian.

A: Reversing a hop swaps its initial and final sites, so $T(a)^\dagger = T(-a)$. Complex conjugation turns $e^{i\theta}$ into $e^{-i\theta}$. The adjoint therefore exchanges the two terms of $H$ and leaves the sum unchanged. In the proof, `ht` is the statement about translations, `e1` and `e2` are the conjugated phases, and `add_comm` exchanges the terms.

```lean
/-- The ring Hamiltonian is Hermitian. -/
theorem ringHamiltonian_isHermitian (N : ℕ) (θ : ℝ) : (ringHamiltonian N θ).IsHermitian := by
  -- the adjoint of a translation is the reverse translation
  have ht : ∀ a : ZMod N, (translation a)ᴴ = translation (-a) := by
    intro a
    ext i j
    have h : j = i + a ↔ i = j + -a :=
      ⟨fun h => by linear_combination -h, fun h => by linear_combination -h⟩
    simp only [Matrix.conjTranspose_apply, translation, Matrix.of_apply, h]
    split_ifs <;> simp
  have e1 : star (Complex.exp (θ * Complex.I)) = Complex.exp (-(θ * Complex.I)) := by
    rw [Complex.star_def, ← Complex.exp_conj]
    simp
  have e2 : star (Complex.exp (-(θ * Complex.I))) = Complex.exp (θ * Complex.I) := by
    rw [← e1, star_star]
  show (ringHamiltonian N θ)ᴴ = ringHamiltonian N θ
  rw [ringHamiltonian, Matrix.conjTranspose_add, Matrix.conjTranspose_smul,
    Matrix.conjTranspose_smul, ht, ht, neg_neg, e1, e2, add_comm]
```

Q: Fine. Now the moments. Do you diagonalise $H$?

A: No, I count hops. From here on the file assumes `[NeZero N]`, that is, $N \ge 1$. Two translations in succession add up:

$$\big(T(a)T(b)\big)_{ij} = \sum_k T(a)_{ik}\,T(b)_{kj}.$$

Only $k = j + b$ contributes, and it gives $1$ exactly when $i = j + b + a$. Hence $T(a)T(b) = T(a+b)$, and by induction $T(a)^k = T(ka)$. The induction starts from $T(0)$, which is the identity matrix. In Lean, `Finset.sum_eq_single` picks out the one intermediate site.

```lean
variable {N : ℕ} [NeZero N]

/-- Successive translations add up. -/
theorem translation_mul (a b : ZMod N) :
    translation a * translation b = translation (a + b) := by
  ext i j
  simp only [translation, Matrix.mul_apply, Matrix.of_apply]
  rw [Finset.sum_eq_single (j + b)]
  · have h : j + b + a = j + (a + b) := by ring
    rw [h]
    simp
  · intro k _ hk
    simp [hk]
  · intro h
    exact absurd (Finset.mem_univ _) h

/-- Repeating a translation by `a` sites `k` times is a translation by `k a` sites. -/
theorem translation_pow (a : ZMod N) (k : ℕ) :
    translation a ^ k = translation ((k : ZMod N) * a) := by
  induction k with
  | zero =>
    ext i j
    simp [translation, Matrix.one_apply]
  | succ k ih =>
    rw [pow_succ, ih, translation_mul]
    congr 1
    push_cast
    ring
```

Q: How does that give $(H^m)_{jj}$?

A: Since $T(1)T(-1) = T(0) = T(-1)T(1)$, the two hopping terms commute and the binomial theorem applies. Let $p$ be the number of clockwise hops and $q$ the number of anticlockwise hops. Then

$$H^m = \sum_{p+q=m} \binom{m}{p}\, e^{ip\theta}\, e^{-iq\theta}\; T(1)^p\, T(-1)^q = \sum_{p+q=m} \binom{m}{p}\, e^{i(p-q)\theta}\; T(p-q).$$

The binomial coefficient counts the orders in which the hops can be made. The diagonal element $T(p-q)_{jj}$ is $1$ if $p \equiv q$ modulo $N$ and $0$ otherwise, so

$$(H^m)_{jj} = \sum_{\substack{p+q=m\\ p\,\equiv\, q \ (\mathrm{mod}\ N)}} \binom{m}{p}\, e^{i(p-q)\theta}.$$

This holds for every order $m$, above $N$ as well. In the Lean statement the pairs $(p,q)$ are the elements `p` of the antidiagonal of `m`, with `p.1` for $p$ and `p.2` for $q$. The closure condition is the equality of the two numbers as elements of `ZMod N`. In the proof, `hc` is the commutation, `he` collects the phase, and `hd` says that the walk returns to $j$ exactly when the closure condition holds.

```lean
/-- The local moment of order `m` is a sum over the numbers `p.1` of clockwise and `p.2` of
anticlockwise hops, `p.1 + p.2 = m`, that lead back to the starting site. -/
theorem local_moment (θ : ℝ) (m : ℕ) (j : ZMod N) :
    (ringHamiltonian N θ ^ m) j j = ∑ p ∈ Finset.HasAntidiagonal.antidiagonal m,
      if (p.1 : ZMod N) = (p.2 : ZMod N) then
        (m.choose p.1 : ℂ) * Complex.exp (((p.1 : ℂ) - p.2) * (θ * Complex.I)) else 0 := by
  -- the two hopping terms commute, so the binomial theorem applies
  have hc : Commute (Complex.exp (θ * Complex.I) • translation (1 : ZMod N))
      (Complex.exp (-(θ * Complex.I)) • translation (-1 : ZMod N)) := by
    have h : Commute (translation (1 : ZMod N)) (translation (-1 : ZMod N)) := by
      show translation (1 : ZMod N) * translation (-1) = translation (-1) * translation 1
      rw [translation_mul, translation_mul, add_comm]
    exact (h.smul_left _).smul_right _
  rw [ringHamiltonian, hc.add_pow', Matrix.sum_apply]
  refine Finset.sum_congr rfl fun p _ => ?_
  rw [smul_pow, smul_pow, translation_pow, translation_pow, smul_mul_smul_comm,
    translation_mul, ← Complex.exp_nat_mul, ← Complex.exp_nat_mul, ← Complex.exp_add]
  have he : (p.1 : ℂ) * (θ * Complex.I) + (p.2 : ℂ) * (-(θ * Complex.I))
      = ((p.1 : ℂ) - p.2) * (θ * Complex.I) := by ring
  have hd : (j = j + ((p.1 : ZMod N) * 1 + (p.2 : ZMod N) * -1)) ↔
      (p.1 : ZMod N) = (p.2 : ZMod N) :=
    ⟨fun h => by linear_combination -h, fun h => by linear_combination -h⟩
  rw [he]
  simp only [Matrix.smul_apply, translation, Matrix.of_apply, hd, nsmul_eq_mul, smul_eq_mul]
  split_ifs <;> simp
```

Q: Now the claim itself. Why is there no $\theta$ below order $N$?

A: If $m < N$, then $p$ and $q$ are both at most $m$, so both are below $N$. Congruent numbers below $N$ are equal, so closure forces $p = q$ and the phase factor is $e^{0} = 1$. A closed walk that is too short to go round the ring makes as many hops one way as the other. For even order $m = 2k$, the only pair left is $p = q = k$:

$$(H^{2k})_{jj} = \binom{2k}{k} \qquad (2k < N).$$

For odd order $m = 2k+1$, the equation $2p = 2k+1$ has no solution, and the moment vanishes:

$$(H^{2k+1})_{jj} = 0 \qquad (2k+1 < N).$$

The two Lean proofs follow this division. The even case reduces the sum to the pair `(k, k)`. The odd case shows that every term is zero, with `omega` supplying the parity argument.

```lean
/-- Below order `N`, the even local moment of order `2k` is the binomial coefficient
`2k` over `k`, for every hopping phase. -/
theorem even_moment (θ : ℝ) (j : ZMod N) {k : ℕ} (hk : 2 * k < N) :
    (ringHamiltonian N θ ^ (2 * k)) j j = ((2 * k).choose k : ℂ) := by
  rw [local_moment, Finset.sum_eq_single_of_mem (k, k)
    (Finset.HasAntidiagonal.mem_antidiagonal.2 (two_mul k).symm)]
  · simp
  · intro p hp hne
    have hs := Finset.HasAntidiagonal.mem_antidiagonal.1 hp
    refine if_neg fun h => hne ?_
    have := hops_eq_of_lt (by omega) (by omega) h
    exact Prod.ext (show p.1 = k by omega) (show p.2 = k by omega)

/-- Below order `N`, the odd local moments vanish for every hopping phase. -/
theorem odd_moment (θ : ℝ) (j : ZMod N) {k : ℕ} (hk : 2 * k + 1 < N) :
    (ringHamiltonian N θ ^ (2 * k + 1)) j j = 0 := by
  rw [local_moment]
  refine Finset.sum_eq_zero fun p hp => if_neg fun h => ?_
  have hs := Finset.HasAntidiagonal.mem_antidiagonal.1 hp
  have := hops_eq_of_lt (by omega) (by omega) h
  omega
```

Q: And at order $N$? There are many closed walks of that length.

A: For even $N$ there are, but only two of them carry a phase. Take first the pairs with both $p$ and $q$ nonzero. Since $p + q = N$, both are below $N$, and closure again forces $p = q$. Such a term has no phase and cancels against the same term at $\theta = 0$. The remaining pairs are $(0, N)$ and $(N, 0)$. They do close, because $N \equiv 0$ modulo $N$, and each has binomial coefficient $1$. These are the walks that go once round the ring, one in each direction. Subtracting the values at $\theta = 0$ leaves

$$(H^N)_{jj}(\theta) - (H^N)_{jj}(0) = \big(e^{-iN\theta} - 1\big) + \big(e^{iN\theta} - 1\big) = 2\cos(N\theta) - 2.$$

This is never positive, so with the hopping sign used here the flux can only lower the $N$-th moment or leave it alone. With hopping $-t$, $t > 0$, the difference is multiplied by $(-t)^N$, and for odd $N$ the flux can only raise the moment or leave it alone.

Q: How does the theorem put it?

A: `moments_and_flux` takes any real `θ` and any site `j`, and states two things. For every `m < N`, the local moment with phase $\theta$ equals the one with phase zero. At order `N`, the difference of the two is the real number $2\cos(N\theta) - 2$, regarded as a complex number because the matrix entries are complex. The first part splits $m$ into even and odd and uses the two results above. For the second part, the proof subtracts the two sums term by term, and `Finset.sum_eq_add_of_mem` keeps the pairs `(0, N)` and `(N, 0)`. The last block shows that every other difference is zero.

```lean
/-- The local moments of order below `N` do not depend on the hopping phase `θ`, and the
moment of order `N` differs from its value at `θ = 0` by exactly `2 cos(Nθ) - 2`. -/
theorem moments_and_flux (θ : ℝ) (j : ZMod N) :
    (∀ m < N, (ringHamiltonian N θ ^ m) j j = (ringHamiltonian N 0 ^ m) j j) ∧
    (ringHamiltonian N θ ^ N) j j - (ringHamiltonian N 0 ^ N) j j
      = ((2 * Real.cos (N * θ) - 2 : ℝ) : ℂ) := by
  constructor
  · intro m hm
    rcases Nat.even_or_odd' m with ⟨k, rfl | rfl⟩
    · rw [even_moment θ j hm, even_moment 0 j hm]
    · rw [odd_moment θ j hm, odd_moment 0 j hm]
  · have hN : N ≠ 0 := NeZero.ne N
    have hne : ((0, N) : ℕ × ℕ) ≠ (N, 0) := fun h => hN (congrArg Prod.snd h)
    rw [local_moment, local_moment, ← Finset.sum_sub_distrib,
      Finset.sum_eq_add_of_mem (0, N) (N, 0)
        (Finset.HasAntidiagonal.mem_antidiagonal.2 (zero_add N))
        (Finset.HasAntidiagonal.mem_antidiagonal.2 (add_zero N)) hne]
    · -- the two walks that wind once around the ring
      simp
      rw [Complex.cos]
      ring_nf
    · -- every other closed walk has equally many hops in the two directions and carries no phase
      rintro ⟨a, b⟩ hp hpne
      have hab : a + b = N := Finset.HasAntidiagonal.mem_antidiagonal.1 hp
      have ha : a ≠ 0 := fun h => hpne.1 (Prod.ext h (show b = N by omega))
      have hb : b ≠ 0 := fun h => hpne.2 (Prod.ext (show a = N by omega) h)
      dsimp only
      split_ifs with h
      · have hEq : a = b := hops_eq_of_lt (by omega) (by omega) h
        rw [hEq]
        simp
      · simp
```

Q: You allow $N = 1$ and $N = 2$. Does the formula survive there?

A: It does, and you can check it directly. For $N = 1$ the only site is its own neighbour on both sides, so $H$ is the number $2\cos\theta$. The moment of order $0$ is $1$, and the moment of order $1$ differs from its value at $\theta = 0$ by $2\cos\theta - 2$. For $N = 2$ the diagonal of $H$ is zero and the off-diagonal entries are $2\cos\theta$, so

$$(H^2)_{jj} = 4\cos^2\theta = 2 + 2\cos 2\theta.$$

At $\theta = 0$ this is $4$, and the difference is $2\cos 2\theta - 2$.

Q: If the $N$-th moment comes out the same as without a phase, may I conclude that $\theta = 0$?

A: No, only that the total phase is trivial. The difference vanishes exactly when $\cos(N\theta) = 1$, that is, when $N\theta = 2\pi n$ for some integer $n$. In terms of flux, the ring then encloses a whole number of flux quanta. `moment_unchanged_iff` states this equivalence. Its proof rewrites equality of the moments as a vanishing difference, inserts the cosine formula, and uses Mathlib's criterion for a cosine equal to $1$.

```lean
/-- The local moment of order `N` keeps its value at `θ = 0` exactly when the total phase
`Nθ` around the ring is an integer multiple of `2π`. -/
theorem moment_unchanged_iff (θ : ℝ) (j : ZMod N) :
    (ringHamiltonian N θ ^ N) j j = (ringHamiltonian N 0 ^ N) j j ↔
      ∃ n : ℤ, (n : ℝ) * (2 * Real.pi) = N * θ := by
  rw [← sub_eq_zero, (moments_and_flux θ j).2, Complex.ofReal_eq_zero,
    ← Real.cos_eq_one_iff]
  constructor <;> intro h <;> linarith

end

end RingFluxMoments
```

```lean
#print axioms RingFluxMoments.ringHamiltonian_clockwise
-- 'RingFluxMoments.ringHamiltonian_clockwise' depends on axioms: [propext, Classical.choice, Quot.sound]
#print axioms RingFluxMoments.ringHamiltonian_isHermitian
-- 'RingFluxMoments.ringHamiltonian_isHermitian' depends on axioms: [propext, Classical.choice, Quot.sound]
#print axioms RingFluxMoments.moments_and_flux
-- 'RingFluxMoments.moments_and_flux' depends on axioms: [propext, Classical.choice, Quot.sound]
#print axioms RingFluxMoments.moment_unchanged_iff
-- 'RingFluxMoments.moment_unchanged_iff' depends on axioms: [propext, Classical.choice, Quot.sound]
```

Q: So what does this tell someone who computes densities of states from moments?

A: For this clean, non-interacting ring, a local density of states reconstructed only from moments of order below $N$ is the same for every flux. The calculation has to reach order $N$ before the flux can show up at all.
